# A zigzag honeycomb edge with nearest-neighbour hopping has zero-energy edge states exactly for 2π/3 < k < 4π/3 in [0, 2π]

Take a half-infinite honeycomb sheet that ends in a zigzag edge, and a Bloch wave of momentum k = π along that edge, with the period of the edge as the unit of length. Put all of its weight on the outermost A sites. Each B site in the outermost row has two of these A sites as neighbours, half a period to either side, and their phases add to

e^(iπ/2) + e^(−iπ/2) = i − i = 0.

The hopping onto every B site cancels, so this wave has zero energy and never leaves the outermost row.

At another k the two phases add to 2 cos(k/2), and the cancellation is incomplete. The third neighbour of the B site, an A site one row further in, can supply the rest. If a_0 and a_1 are the A amplitudes on the first two rows, zero energy requires

2 cos(k/2) a_0 + a_1 = 0.

The same balance holds on every row, so each step inward multiplies the amplitude by −2 cos(k/2). At k = π the factor is 0. At k = 2π/3 it is −1, and the wave keeps the same weight on every row. At k = 0 it is −2, and the wave grows into the sheet. A normalisable edge state needs a factor of modulus below one.

For nonzero hopping t and k in [0, 2π], this condition selects the open interval 2π/3 < k < 4π/3. In the non-interacting nearest-neighbour model of graphene, it fixes the momenta at which a single zigzag edge carries a zero-energy band. In a ribbon with two zigzag edges, two of the energies at a fixed k inside this interval approach zero as the ribbon gets wider, which gives a check on a nearest-neighbour tight-binding calculation.

```lean
import Mathlib

open Real

namespace ZigzagEdgeBand

noncomputable section
```

## The half-sheet at fixed momentum

Rows are numbered n = 0, 1, 2, … from the edge inward, and k is measured in inverse units of the period along the edge. Each row holds one A and one B amplitude per period, a_n and b_n. Bloch phases are taken at the actual site positions. The two bonds within a row then combine to

c = e^(ik/2) + e^(−ik/2) = 2 cos(k/2),

while a bond between rows runs perpendicular to the edge and has factor 1.

```lean
/-- The combined Bloch factor `2 cos (k/2)` of the two bonds joining a site to its own zigzag row. -/
def bondFactor (k : ℝ) : ℝ := 2 * cos (k / 2)
```

An A site in row n + 1 is joined to B sites in its own row and to one in row n. The outermost A site lacks that last neighbour. With hopping energy −t, the A component of the Hamiltonian acting on a state is

(Hψ)_A,0 = −t c b_0,

(Hψ)_A,n+1 = −t (c b_(n+1) + b_n).

```lean
/-- The A component of the Bloch Hamiltonian acting on B amplitudes; the outermost A site
has no neighbour in a previous row. -/
def hamA (t k : ℝ) (b : ℕ → ℂ) : ℕ → ℂ
  | 0 => -(t : ℂ) * ((bondFactor k : ℂ) * b 0)
  | n + 1 => -(t : ℂ) * ((bondFactor k : ℂ) * b (n + 1) + b n)
```

The two cases of `hamA` are the boundary condition: the edge enters as a missing bond, with no further assumption about the wave there.

A B site in row n is joined to A sites in its own row and to one in row n + 1, so it has all its neighbours even in the outermost row:

(Hψ)_B,n = −t (c a_n + a_(n+1)).

```lean
/-- The B component of the Bloch Hamiltonian acting on A amplitudes. -/
def hamB (t k : ℝ) (a : ℕ → ℂ) (n : ℕ) : ℂ :=
  -(t : ℂ) * ((bondFactor k : ℂ) * a n + a (n + 1))
```

A zero-energy edge state is a pair of sequences, not both zero, for which both components vanish on every row and the total weight per period along the edge is finite:

Σ |a_n|² < ∞ and Σ |b_n|² < ∞.

```lean
/-- A nonzero, square-summable state of the half-sheet that the Hamiltonian sends to zero. -/
structure IsZeroEdgeState (t k : ℝ) (a b : ℕ → ℂ) : Prop where
  eqA : ∀ n, hamA t k b n = 0
  eqB : ∀ n, hamB t k a n = 0
  summableA : Summable fun n => ‖a n‖ ^ 2
  summableB : Summable fun n => ‖b n‖ ^ 2
  nonzero : a ≠ 0 ∨ b ≠ 0
```

In `IsZeroEdgeState`, the fields `eqA` and `eqB` are the Schrödinger equation at E = 0, the two summability fields say that the state can be normalised, and `nonzero` excludes the empty wave. Amplitudes are complex and `t` is real. Energy is measured from an on-site energy common to both sublattices. The model has no second-neighbour hopping, orbital overlap, spin or electron repulsion, and it has only one edge. States at other energies are not treated.

## Where the factor is smaller than one

The condition |2 cos(k/2)| < 1 is the same as

−1/2 < cos(k/2) < 1/2.

For k in [0, 2π] the angle k/2 lies in [0, π], where the cosine decreases strictly. It equals 1/2 at π/3 and −1/2 at 2π/3. Hence the condition reads π/3 < k/2 < 2π/3, that is,

2π/3 < k < 4π/3.

```lean
/-- For momenta in `[0, 2π]`, the Bloch factor has modulus below one exactly
between `2π/3` and `4π/3`. -/
theorem abs_bondFactor_lt_one_iff {k : ℝ} (h0 : 0 ≤ k) (h1 : k ≤ 2 * π) :
    |bondFactor k| < 1 ↔ 2 * π / 3 < k ∧ k < 4 * π / 3 := by
  have hp := Real.pi_pos
  have c1 : cos (π / 3) = 1 / 2 := Real.cos_pi_div_three
  have c2 : cos (π - π / 3) = -(1 / 2) := by rw [Real.cos_pi_sub, c1]
  unfold bondFactor
  rw [abs_lt]
  constructor
  · rintro ⟨hl, hu⟩
    constructor
    · by_contra hk
      have := Real.cos_le_cos_of_nonneg_of_le_pi (x := k / 2) (y := π / 3)
        (by linarith) (by linarith) (by linarith)
      linarith
    · by_contra hk
      have := Real.cos_le_cos_of_nonneg_of_le_pi (x := π - π / 3) (y := k / 2)
        (by linarith) (by linarith) (by linarith)
      linarith
  · rintro ⟨hl, hu⟩
    have u := Real.cos_lt_cos_of_nonneg_of_le_pi (x := π / 3) (y := k / 2)
      (by linarith) (by linarith) (by linarith)
    have l := Real.cos_lt_cos_of_nonneg_of_le_pi (x := k / 2) (y := π - π / 3)
      (by linarith) (by linarith) (by linarith)
    constructor <;> linarith
```

The proof writes the second angle as π − π/3, so that its cosine follows from that of π/3. From left to right, it supposes that k lies on the wrong side of an endpoint and contradicts the bound on the cosine by monotonicity. From right to left, strict monotonicity gives the two inequalities directly.

## Geometric decay and finite weight

Suppose that a_(n+1) = −c a_n for every n. Applying this n times gives

a_n = (−c)^n a_0.

```lean
/-- A solution of the edge recurrence is a geometric sequence fixed by its outermost amplitude. -/
theorem amplitude_eq {k : ℝ} {a : ℕ → ℂ}
    (h : ∀ n, a (n + 1) = -(bondFactor k : ℂ) * a n) (n : ℕ) :
    a n = (-(bondFactor k : ℂ)) ^ n * a 0 := by
  induction n with
  | zero => simp
  | succ n ih =>
    rw [h n, ih, pow_succ]
    ring
```

The proof is by induction on the row. At c = 0 the formula still holds on the outermost row, since the zeroth power is 1, and it gives zero on all others, as in the opening example.

The squared modulus doesn't depend on the sign of c:

|a_n|² = (c²)^n |a_0|².

```lean
/-- The weight on the `n`-th row is the outermost weight times the `n`-th power of
the squared Bloch factor. -/
theorem weight_eq {k : ℝ} {a : ℕ → ℂ}
    (h : ∀ n, a (n + 1) = -(bondFactor k : ℂ) * a n) (n : ℕ) :
    ‖a n‖ ^ 2 = (bondFactor k ^ 2) ^ n * ‖a 0‖ ^ 2 := by
  rw [amplitude_eq h n, norm_mul, norm_pow, norm_neg, Complex.norm_real, Real.norm_eq_abs,
    mul_pow, ← pow_mul, mul_comm n 2, pow_mul, sq_abs]
```

If a_0 were zero, every a_n would be zero. A nonzero solution therefore has |a_0|² > 0, and its total weight is a positive constant times a geometric series:

Σ |a_n|² = |a_0|² Σ (c²)^n.

This series converges exactly when c² < 1, which is the same as |c| < 1.

```lean
/-- A nonzero solution of the edge recurrence is square-summable exactly when the Bloch factor
has modulus below one. -/
theorem summable_iff {k : ℝ} {a : ℕ → ℂ}
    (h : ∀ n, a (n + 1) = -(bondFactor k : ℂ) * a n) (ha : a ≠ 0) :
    (Summable fun n => ‖a n‖ ^ 2) ↔ |bondFactor k| < 1 := by
  -- a vanishing outermost amplitude would make the whole solution vanish
  have ha0 : a 0 ≠ 0 := by
    intro hz
    apply ha
    funext n
    rw [amplitude_eq h n, hz, mul_zero]
    rfl
  have hw : ‖a 0‖ ^ 2 ≠ 0 := pow_ne_zero 2 (norm_ne_zero_iff.mpr ha0)
  have e : (fun n => ‖a n‖ ^ 2) = fun n => (bondFactor k ^ 2) ^ n * ‖a 0‖ ^ 2 :=
    funext (weight_eq h)
  rw [e, summable_mul_right_iff hw, summable_geometric_iff_norm_lt_one, Real.norm_eq_abs,
    abs_of_nonneg (sq_nonneg _), sq_lt_one_iff_abs_lt_one]
```

The Lean proof follows this order. It first shows `a 0 ≠ 0`, then replaces the weights by the geometric expression, removes the nonzero constant and applies Mathlib's criterion for geometric series. The result covers the endpoints: at |c| = 1 every row carries the same weight and the sum diverges.

## The recurrence with real amplitudes

The recurrence can also be considered by itself, over the real numbers:

a_(n+1) = −2 cos(k/2) a_n.

A nonzero square-summable real solution is also a complex one with the same weights, so |c| < 1 by the previous step. Conversely, if |c| < 1, the sequence a_n = (−c)^n solves the recurrence, has a_0 = 1, and has the convergent sum Σ (c²)^n. The cosine criterion turns |c| < 1 into the momentum window.

```lean
/-- For `k` in `[0, 2π]`, the real edge recurrence has a nonzero square-summable solution
if and only if `2π/3 < k < 4π/3`. -/
theorem real_recurrence_iff {k : ℝ} (h0 : 0 ≤ k) (h1 : k ≤ 2 * π) :
    (∃ a : ℕ → ℝ, a ≠ 0 ∧ (∀ n, a (n + 1) = -2 * cos (k / 2) * a n) ∧
      Summable fun n => a n ^ 2) ↔ 2 * π / 3 < k ∧ k < 4 * π / 3 := by
  rw [← abs_bondFactor_lt_one_iff h0 h1]
  constructor
  · rintro ⟨a, ha, hr, hs⟩
    -- regard the real solution as a complex one
    have hc : ∀ n, ((a (n + 1) : ℝ) : ℂ) = -(bondFactor k : ℂ) * ((a n : ℝ) : ℂ) := by
      intro n
      rw [hr n, ← Complex.ofReal_neg, ← Complex.ofReal_mul]
      congr 1
      unfold bondFactor
      ring
    have hne : (fun n => ((a n : ℝ) : ℂ)) ≠ 0 := by
      intro hz
      apply ha
      funext n
      exact Complex.ofReal_eq_zero.mp (congrFun hz n)
    refine (summable_iff (a := fun n => ((a n : ℝ) : ℂ)) hc hne).mp ?_
    simpa only [Complex.norm_real, Real.norm_eq_abs, sq_abs] using hs
  · intro hk
    refine ⟨fun n => (-bondFactor k) ^ n, ?_, ?_, ?_⟩
    · intro hz
      have := congrFun hz 0
      simp at this
    · intro n
      simp only [pow_succ, bondFactor]
      ring
    · have e : (fun n : ℕ => ((-bondFactor k) ^ n) ^ 2) = fun n => (bondFactor k ^ 2) ^ n := by
        funext n
        rw [← pow_mul, mul_comm n 2, pow_mul, neg_sq]
      rw [e]
      exact summable_geometric_of_lt_one (sq_nonneg _) ((sq_lt_one_iff_abs_lt_one _).mpr hk)
```

The left side of `real_recurrence_iff` asks for a sequence `a : ℕ → ℝ` that is nonzero, obeys the recurrence on every row and has summable squares. The hypotheses `h0` and `h1` place k in [0, 2π]. The hopping t doesn't appear, because the recurrence has already been divided by it.

## The B sublattice is empty

For the full Hamiltonian, the B amplitudes must be dealt with as well. With t ≠ 0, the zero-energy equations on the A sites are

c b_0 = 0,

c b_(n+1) + b_n = 0.

If c ≠ 0, the first equation gives b_0 = 0, and the second carries the zero inward: b_n = 0 implies b_(n+1) = 0. If c = 0, the first equation says nothing, but the second reduces to b_n = 0 for every n. In both cases all B amplitudes vanish.

```lean
/-- For nonzero hopping, the zero-energy equations on the A sites force every B amplitude
to vanish. -/
theorem B_amplitudes_vanish {t k : ℝ} (ht : t ≠ 0) {b : ℕ → ℂ}
    (h : ∀ n, hamA t k b n = 0) : b = 0 := by
  have hT : -(t : ℂ) ≠ 0 := neg_ne_zero.mpr (Complex.ofReal_ne_zero.mpr ht)
  have e0 : (bondFactor k : ℂ) * b 0 = 0 := by
    have h' : -(t : ℂ) * ((bondFactor k : ℂ) * b 0) = 0 := h 0
    exact (mul_eq_zero.mp h').resolve_left hT
  have es : ∀ n, (bondFactor k : ℂ) * b (n + 1) + b n = 0 := by
    intro n
    have h' : -(t : ℂ) * ((bondFactor k : ℂ) * b (n + 1) + b n) = 0 := h (n + 1)
    exact (mul_eq_zero.mp h').resolve_left hT
  funext n
  change b n = 0
  by_cases hc : (bondFactor k : ℂ) = 0
  · -- each remaining equation contains a single B amplitude
    have := es n
    rwa [hc, zero_mul, zero_add] at this
  · -- the zero at the edge propagates inward
    induction n with
    | zero => exact (mul_eq_zero.mp e0).resolve_left hc
    | succ n ih =>
      have := es n
      rw [ih, add_zero] at this
      exact (mul_eq_zero.mp this).resolve_left hc
```

The proof first divides out −t to obtain the two equations, named `e0` and `es`, and then splits into the same two cases, with induction for c ≠ 0. Normalisability is not used. The zero-energy equations on the A sites are enough to empty the B sublattice. The missing bond at the edge matters when c ≠ 0, where it supplies the first zero, b_0 = 0.

The hypothesis `ht : t ≠ 0` says that the sites are actually coupled. With t = 0 every state would have zero energy at every momentum.

## The momentum window of the half-sheet

Let (a, b) be a zero-energy edge state. Then b = 0, so a ≠ 0. The equations on the B sites give

c a_n + a_(n+1) = 0,

which is the recurrence a_(n+1) = −c a_n. Since a is square-summable, |c| < 1, and k lies in the window.

Conversely, let k lie in the window, and take

a_n = (−c)^n, b_n = 0.

The A-site equations hold because b = 0, and the B-site equations hold because c (−c)^n + (−c)^(n+1) = 0. The weight is finite because |c| < 1.

```lean
/-- For nonzero hopping and `k` in `[0, 2π]`, the zigzag half-sheet has a zero-energy edge state
if and only if `2π/3 < k < 4π/3`. -/
theorem zero_edge_state_iff {t k : ℝ} (ht : t ≠ 0) (h0 : 0 ≤ k) (h1 : k ≤ 2 * π) :
    (∃ a b : ℕ → ℂ, IsZeroEdgeState t k a b) ↔ 2 * π / 3 < k ∧ k < 4 * π / 3 := by
  rw [← abs_bondFactor_lt_one_iff h0 h1]
  constructor
  · rintro ⟨a, b, h⟩
    have hb := B_amplitudes_vanish ht h.eqA
    have ha : a ≠ 0 := h.nonzero.resolve_right (fun hn => hn hb)
    have hT : -(t : ℂ) ≠ 0 := neg_ne_zero.mpr (Complex.ofReal_ne_zero.mpr ht)
    have hr : ∀ n, a (n + 1) = -(bondFactor k : ℂ) * a n := by
      intro n
      have h' : -(t : ℂ) * ((bondFactor k : ℂ) * a n + a (n + 1)) = 0 := h.eqB n
      linear_combination (mul_eq_zero.mp h').resolve_left hT
    exact (summable_iff hr ha).mp h.summableA
  · intro hk
    -- the decaying geometric state on the A sublattice
    have hr : ∀ n : ℕ, (-(bondFactor k : ℂ)) ^ (n + 1)
        = -(bondFactor k : ℂ) * (-(bondFactor k : ℂ)) ^ n := fun n => pow_succ' _ n
    have hne : (fun n : ℕ => (-(bondFactor k : ℂ)) ^ n) ≠ 0 := by
      intro hz
      have := congrFun hz 0
      simp at this
    refine ⟨fun n => (-(bondFactor k : ℂ)) ^ n, 0, ?_, ?_, ?_, ?_, Or.inl hne⟩
    · intro n
      cases n <;> simp [hamA]
    · intro n
      simp only [hamB, pow_succ]
      ring
    · exact (summable_iff (a := fun n : ℕ => (-(bondFactor k : ℂ)) ^ n) hr hne).mpr hk
    · simp
```

In words, `zero_edge_state_iff` says that for real nonzero t and k in [0, 2π], sequences a and b forming a zero-energy edge state exist if and only if 2π/3 < k < 4π/3. The forward half of the proof combines `B_amplitudes_vanish` with `summable_iff`. The other half supplies the geometric state and checks the fields of `IsZeroEdgeState` in turn.

## Normalising the edge state

Inside the window c² < 1, and the geometric series can be summed:

Σ |a_n|² = |a_0|² / (1 − c²) = |a_0|² / (1 − 4 cos²(k/2)).

The state a_n = (−c)^n used above has a_0 = 1 and is not normalised in general. Unit total weight requires

|a_0|² = 1 − 4 cos²(k/2),

and the normalised weight on row n is then

|a_n|² = (1 − 4 cos²(k/2)) (4 cos²(k/2))^n.

At k = π all the weight sits on the outermost row, with the zeroth power again read as 1. As k approaches either end of the window, the share on that row tends to zero and the state spreads into the sheet.

```lean
/-- For `2π/3 < k < 4π/3`, the total weight of a solution is its outermost weight divided by
`1 - 4 cos² (k/2)`. -/
theorem total_weight {k : ℝ} (hl : 2 * π / 3 < k) (hu : k < 4 * π / 3) {a : ℕ → ℂ}
    (h : ∀ n, a (n + 1) = -(bondFactor k : ℂ) * a n) :
    HasSum (fun n => ‖a n‖ ^ 2) (‖a 0‖ ^ 2 / (1 - 4 * cos (k / 2) ^ 2)) := by
  have hp := Real.pi_pos
  have hk := (abs_bondFactor_lt_one_iff (by linarith) (by linarith)).mpr ⟨hl, hu⟩
  have hs := (hasSum_geometric_of_lt_one (sq_nonneg (bondFactor k))
    ((sq_lt_one_iff_abs_lt_one _).mpr hk)).mul_right (‖a 0‖ ^ 2)
  have e : (fun n => ‖a n‖ ^ 2) = fun n => (bondFactor k ^ 2) ^ n * ‖a 0‖ ^ 2 :=
    funext (weight_eq h)
  have e2 : 4 * cos (k / 2) ^ 2 = bondFactor k ^ 2 := by
    unfold bondFactor
    ring
  rw [e, e2, div_eq_mul_inv, mul_comm (‖a 0‖ ^ 2)]
  exact hs

end

end ZigzagEdgeBand
```

`HasSum` states that the series converges and that its sum is the given value. The theorem applies to any complex solution of the recurrence, with any outermost amplitude. It needs no separate assumption that k lies in [0, 2π], since the window already implies it. The proof multiplies the geometric sum by |a_0|² and identifies c² with 4 cos²(k/2).

```lean
#print axioms ZigzagEdgeBand.real_recurrence_iff
-- 'ZigzagEdgeBand.real_recurrence_iff' depends on axioms: [propext, Classical.choice, Quot.sound]
#print axioms ZigzagEdgeBand.zero_edge_state_iff
-- 'ZigzagEdgeBand.zero_edge_state_iff' depends on axioms: [propext, Classical.choice, Quot.sound]
#print axioms ZigzagEdgeBand.total_weight
-- 'ZigzagEdgeBand.total_weight' depends on axioms: [propext, Classical.choice, Quot.sound]
```
